# A quartic equation for the summed occupation of two overlapping fermionic orbitals

The creators $c_p$ and annihilators $a_p$ are modelled as elements of an arbitrary complex algebra `A`, constrained only by the canonical anticommutation relations. No Fock space is chosen, and $a_p$ is not assumed to be the adjoint of $c_p$. The label $p$ runs over a finite set `ι` of modes.

```lean
import Mathlib

open ComplexConjugate

namespace OverlappingOccupations

noncomputable section

variable {ι A : Type*} [Fintype ι] [DecidableEq ι] [Ring A] [Algebra ℂ A]
```

The structure `CAR c a` is the hypothesis that the modes are fermionic and orthonormal.

```lean
/-- The canonical anticommutation relations for creators `c p` and annihilators `a p`. -/
structure CAR (c a : ι → A) : Prop where
  mixed : ∀ p q, a p * c q + c q * a p = if p = q then 1 else 0
  creators : ∀ p q, c p * c q + c q * c p = 0
  annihilators : ∀ p q, a p * a q + a q * a p = 0
```

An orbital, which for electrons means a spin-orbital, is a coefficient vector $f$, with creator $c(f)=\sum_p f_pc_p$ and annihilator $a(f)=\sum_p\bar f_pa_p$.

```lean
/-- The creator `c(f) = ∑ f_p c_p` of a particle in the orbital `f`. -/
def create (c : ι → A) (f : ι → ℂ) : A := ∑ p, f p • c p

/-- The annihilator `a(f) = ∑ conj(f_p) a_p` of a particle in the orbital `f`. -/
def annihilate (a : ι → A) (f : ι → ℂ) : A := ∑ p, conj (f p) • a p
```

The overlap $\langle f,g\rangle=\sum_p\bar f_pg_p$ is conjugate-linear in its first argument.

```lean
/-- The overlap `⟨f, g⟩` of two orbitals. -/
def overlap (f g : ι → ℂ) : ℂ := ∑ p, conj (f p) * g p
```

The objects of study are $H=c(f)a(f)+c(g)a(g)$ and the pair operator $D=c(f)c(g)a(g)a(f)$.

```lean
/-- The sum `c(f) a(f) + c(g) a(g)` of the occupations of two orbitals. -/
def occupationSum (c a : ι → A) (f g : ι → ℂ) : A :=
  create c f * annihilate a f + create c g * annihilate a g

/-- The pair operator `c(f) c(g) a(g) a(f)`. -/
def pairOccupation (c a : ι → A) (f g : ι → ℂ) : A :=
  (create c f * create c g) * (annihilate a g * annihilate a f)
```

For unit orbitals the result is $H(H-2)\big((H-1)^2-|\langle f,g\rangle|^2\big)=0$. In electronic structure with nonorthogonal orbitals, it restricts the eigenvalues of this non-interacting two-orbital sum to $0$, $2$ and $1\pm|\langle f,g\rangle|$. It does not say which of them occur, or how often.

## (a) Anticommutators of linear combinations

**Task.** Expand the anticommutator of $\sum_pu_px_p$ and $\sum_qv_qy_q$.

**Solution.** Scalars commute with everything, so the two products are $\sum_{pq}u_pv_q\,x_py_q$ and $\sum_{pq}u_pv_q\,y_qx_p$. Their sum is $\sum_{pq}u_pv_q(x_py_q+y_qx_p)$. In Lean, `h1` and `h2` are the two expansions.

```lean
omit [DecidableEq ι] in
/-- The anticommutator of two linear combinations is the double sum of anticommutators. -/
theorem anticommutator_sum (u v : ι → ℂ) (x y : ι → A) :
    (∑ p, u p • x p) * (∑ q, v q • y q) + (∑ q, v q • y q) * (∑ p, u p • x p)
      = ∑ p, ∑ q, (u p * v q) • (x p * y q + y q * x p) := by
  have h1 : (∑ p, u p • x p) * (∑ q, v q • y q)
      = ∑ p, ∑ q, (u p * v q) • (x p * y q) := by
    rw [Finset.sum_mul_sum]
    refine Finset.sum_congr rfl fun p _ => Finset.sum_congr rfl fun q _ => ?_
    rw [smul_mul_smul_comm]
  have h2 : (∑ q, v q • y q) * (∑ p, u p • x p)
      = ∑ p, ∑ q, (u p * v q) • (y q * x p) := by
    rw [Finset.sum_mul_sum, Finset.sum_comm]
    refine Finset.sum_congr rfl fun p _ => Finset.sum_congr rfl fun q _ => ?_
    rw [smul_mul_smul_comm, mul_comm (v q)]
  rw [h1, h2]
  simp only [smul_add, Finset.sum_add_distrib]
```

## (b) Anticommutators of orbital operators

**Task.** Find the anticommutation relations of $c(f)$, $c(g)$, $a(f)$ and $a(g)$.

**Solution.** By (a),
$$\{a(f),c(g)\}=\sum_{pq}\bar f_pg_q\,\delta_{pq}=\langle f,g\rangle .$$
Two creators, or two annihilators, give a sum of zeros.

```lean
/-- Orbital operators obey anticommutation relations in which the overlap replaces the
Kronecker delta. -/
theorem CAR.orbital {c a : ι → A} (h : CAR c a) (f g : ι → ℂ) :
    annihilate a f * create c g + create c g * annihilate a f = overlap f g • (1 : A) ∧
    create c f * create c g + create c g * create c f = 0 ∧
    annihilate a f * annihilate a g + annihilate a g * annihilate a f = 0 := by
  refine ⟨?_, ?_, ?_⟩
  · unfold annihilate create
    rw [anticommutator_sum]
    simp [h.mixed, overlap, Finset.sum_smul]
  · unfold create
    rw [anticommutator_sum]
    simp [h.creators]
  · unfold annihilate
    rw [anticommutator_sum]
    simp [h.annihilators]
```

## (c) The product of the two overlaps

**Task.** Show that $\langle f,g\rangle\langle g,f\rangle=|\langle f,g\rangle|^2$.

**Solution.** Conjugating each term gives $\langle g,f\rangle=\overline{\langle f,g\rangle}$, and $z\bar z=|z|^2$. Lean writes the modulus as a real norm read in ℂ.

```lean
omit [DecidableEq ι] in
/-- The product of the two mutual overlaps is the squared modulus of the overlap. -/
theorem overlap_mul_overlap (f g : ι → ℂ) :
    overlap f g * overlap g f = (‖overlap f g‖ : ℂ) ^ 2 := by
  have e : overlap g f = conj (overlap f g) := by
    simp [overlap, map_sum, mul_comm]
  rw [e, Complex.mul_conj, Complex.normSq_eq_norm_sq, Complex.ofReal_pow]
```

## (d) Four normal-ordering identities

**Task.** Write $\alpha=\langle f,f\rangle$, $\beta=\langle g,g\rangle$, $s=\langle f,g\rangle$, $\tau=\alpha+\beta$ and $\delta=\alpha\beta-|s|^2$. Abbreviate $F=c(f)$, $G=c(g)$, $X=a(f)$, $Y=a(g)$. Prove
$$H(H^2-\tau H+\delta)=\tau D,\quad DH=\tau D,\quad DFG=\delta FG,\quad \{Y,[X,FG]\}=\delta .$$

**Solution.** By (b), $F^2=G^2=X^2=Y^2=0$, and moving creators left gives
$$HF=\alpha F+\bar sG+FGY,\qquad HG=sF+\beta G-FGX .$$
Hence
$$\begin{aligned}
HFX&=\alpha FX+\bar sGX+D, & HGY&=sFY+\beta GY+D,\\
HFY&=\alpha FY+\bar sGY, & HGX&=sFX+\beta GX,
\end{aligned}$$
and $HFG=\alpha FG+FGYG=\tau FG$, so $HD=\tau D$. Adding the first line gives $H^2$, and therefore
$$H^2-\tau H+\delta=-\beta FX-\alpha GY+sFY+\bar sGX+2D+\delta .$$
Multiply by $H$ from the left. The coefficients of $FX$ and $GY$ are $-\alpha\beta+|s|^2+\delta=0$, those of $FY$ and $GX$ cancel, and $D$ keeps $-\beta-\alpha+2\tau=\tau$.

For the second identity, $XH=\alpha X+sY-GXY$. Then
$$YXH=\alpha YX-(\beta-GY)XY=\tau YX,$$
because $YXY=-XY^2=0$. Multiply by $FG$ from the left.

For the third, normal ordering turns $YXFG$ into $\delta$ plus terms that begin with $F$ or $G$, which $FG$ annihilates from the left. For the fourth, $[X,FG]=\alpha G-sF$, whose anticommutator with $Y$ is $\alpha\beta-s\bar s=\delta$.

In Lean, `e1` to `e10` are the reordering rules and `tail` applies them inside longer products. `simp only` does the normal ordering, and `module` compares coefficients.

```lean
/-- Four normal-ordering identities: a cubic in the occupation sum is a multiple of the pair
operator, the pair operator times the occupation sum is a multiple of the pair operator, the pair
operator times `c(f) c(g)` is a multiple of `c(f) c(g)`, and the anticommutator of `a(g)` with the
commutator `[a(f), c(f) c(g)]` is a multiple of the unit. -/
theorem CAR.pair_identities {c a : ι → A} (h : CAR c a) (f g : ι → ℂ) :
    occupationSum c a f g * (occupationSum c a f g ^ 2
        - (overlap f f + overlap g g) • occupationSum c a f g
        + (overlap f f * overlap g g - (‖overlap f g‖ : ℂ) ^ 2) • (1 : A))
      = (overlap f f + overlap g g) • pairOccupation c a f g ∧
    pairOccupation c a f g * occupationSum c a f g
      = (overlap f f + overlap g g) • pairOccupation c a f g ∧
    pairOccupation c a f g * (create c f * create c g)
      = (overlap f f * overlap g g - (‖overlap f g‖ : ℂ) ^ 2) • (create c f * create c g) ∧
    annihilate a g * (annihilate a f * (create c f * create c g)
        - (create c f * create c g) * annihilate a f)
      + (annihilate a f * (create c f * create c g)
        - (create c f * create c g) * annihilate a f) * annihilate a g
      = (overlap f f * overlap g g - (‖overlap f g‖ : ℂ) ^ 2) • (1 : A) := by
  rw [← overlap_mul_overlap]
  have half : ∀ x : A, x + x = 0 → x = 0 := fun x hx => by
    calc x = (1 / 2 : ℂ) • (x + x) := by module
      _ = 0 := by rw [hx, smul_zero]
  have tail : ∀ {x y z : A}, x * y = z → ∀ w, x * (y * w) = z * w :=
    fun e w => by rw [← mul_assoc, e]
  -- rules that move creators to the left and fix the order within each kind
  have n := fun u v => eq_sub_of_add_eq (h.orbital u v).1
  have e1 := n f f
  have e2 := n f g
  have e3 := n g f
  have e4 := n g g
  have e5 := half _ (h.orbital f f).2.1
  have e6 := half _ (h.orbital g g).2.1
  have e7 := eq_neg_of_add_eq_zero_left (h.orbital g f).2.1
  have e8 := half _ (h.orbital f f).2.2
  have e9 := half _ (h.orbital g g).2.2
  have e10 := eq_neg_of_add_eq_zero_left (h.orbital g f).2.2
  refine ⟨?_, ?_, ?_, ?_⟩ <;>
  simp only [occupationSum, pairOccupation, pow_two, mul_add, add_mul, mul_sub, sub_mul,
    mul_neg, neg_mul, smul_mul_assoc, mul_smul_comm, mul_one, one_mul, mul_zero, zero_mul,
    mul_assoc, e1, e2, e3, e4, e8, e9, e10, tail e1, tail e2, tail e3, tail e4,
    tail e5, tail e6, tail e7, tail e8, tail e10] <;>
  module
```

## (e) The quartic for orbitals of any norm

**Task.** Deduce $H(H-\tau)(H^2-\tau H+\delta)=0$.

**Solution.** Polynomials in $H$ commute (`comm`), so by (d) the left side is
$$H(H^2-\tau H+\delta)(H-\tau)=\tau D(H-\tau)=\tau(\tau D-\tau D)=0 .$$

```lean
/-- The quartic equation of the occupation sum for two orbitals of any norm and overlap. -/
theorem CAR.occupationSum_quartic {c a : ι → A} (h : CAR c a) (f g : ι → ℂ) :
    occupationSum c a f g
      * (occupationSum c a f g - (overlap f f + overlap g g) • (1 : A))
      * (occupationSum c a f g ^ 2 - (overlap f f + overlap g g) • occupationSum c a f g
        + (overlap f f * overlap g g - (‖overlap f g‖ : ℂ) ^ 2) • (1 : A)) = 0 := by
  obtain ⟨hc, hd, -, -⟩ := h.pair_identities f g
  -- polynomials in one operator commute, so the cubic can be formed first
  have comm : ∀ (H : A) (x y : ℂ), H * (H - x • (1 : A)) * (H ^ 2 - x • H + y • (1 : A))
      = H * (H ^ 2 - x • H + y • (1 : A)) * (H - x • (1 : A)) := by
    intro H x y
    simp only [pow_two, mul_add, add_mul, mul_sub, sub_mul, smul_mul_assoc, mul_smul_comm,
      mul_one, mul_assoc]
    module
  rw [comm, hc, smul_mul_assoc, mul_sub, hd, mul_smul_comm, mul_one, sub_self, smul_zero]
```

## (f) Unit orbitals

**Task.** Specialise to $\alpha=\beta=1$.

**Solution.** Now $\tau=2$ and $\delta=1-|s|^2$, so $H^2-2H+1-|s|^2=(H-1)^2-|s|^2$, which is `poly`.

```lean
/-- For unit orbitals `f`, `g` the occupation sum `H` satisfies
`H (H - 2) ((H - 1)² - |⟨f, g⟩|²) = 0`. -/
theorem CAR.occupationSum_unit {c a : ι → A} (h : CAR c a) (f g : ι → ℂ)
    (hf : overlap f f = 1) (hg : overlap g g = 1) :
    occupationSum c a f g * (occupationSum c a f g - 2)
      * ((occupationSum c a f g - 1) ^ 2 - (‖overlap f g‖ : ℂ) ^ 2 • (1 : A)) = 0 := by
  have key := h.occupationSum_quartic f g
  rw [hf, hg] at key
  have two : (1 + 1 : ℂ) • (1 : A) = 2 := by
    rw [add_smul, one_smul, one_add_one_eq_two]
  have poly : ∀ (H : A) (r : ℂ), (H - 1) ^ 2 - r • (1 : A)
      = H ^ 2 - (1 + 1 : ℂ) • H + (1 * 1 - r) • (1 : A) := by
    intro H r
    simp only [pow_two, mul_sub, sub_mul, mul_one, one_mul]
    module
  rw [poly, ← two]
  exact key
```

## (g) The factor $H-2$ is needed when $|s|\ne1$

**Task.** For unit orbitals with $|s|\neq1$ and $1\neq0$ in the algebra, show that $H\big((H-1)^2-|s|^2\big)\neq0$.

**Solution.** Suppose it vanishes. The identities of (d) give in turn $2D=0$, then $\delta FG=0$, hence $FG=0$, and finally $\delta\cdot1=0$. But $\delta=1-|s|^2\neq0$.

A single mode shows the excluded case. Unit orbitals there have $|s|=1$, and $H=2n$ with $n=c_0a_0$ and $n^2=n$. So $H(H-2)=0$ already, and the cubic $H^2(H-2)$ vanishes.

```lean
/-- In a nontrivial algebra, for unit orbitals `f`, `g` whose overlap does not have modulus one, the
occupation sum `H` satisfies `H ((H - 1)² - |⟨f, g⟩|²) ≠ 0`. -/
theorem CAR.cubic_ne_zero [Nontrivial A] {c a : ι → A} (h : CAR c a) (f g : ι → ℂ)
    (hf : overlap f f = 1) (hg : overlap g g = 1) (hs : ‖overlap f g‖ ≠ 1) :
    occupationSum c a f g
      * ((occupationSum c a f g - 1) ^ 2 - (‖overlap f g‖ : ℂ) ^ 2 • (1 : A)) ≠ 0 := by
  intro h0
  obtain ⟨hc, -, hv, hw⟩ := h.pair_identities f g
  rw [hf, hg] at hc hv hw
  have hr : (1 * 1 - (‖overlap f g‖ : ℂ) ^ 2) ≠ 0 := by
    intro e
    have e1 : (‖overlap f g‖ : ℂ) ^ 2 = 1 := by linear_combination -e
    have e2 : ‖overlap f g‖ ^ 2 = 1 := by exact_mod_cast e1
    exact hs (by nlinarith [norm_nonneg (overlap f g)])
  have poly : ∀ (H : A) (r : ℂ), (H - 1) ^ 2 - r • (1 : A)
      = H ^ 2 - (1 + 1 : ℂ) • H + (1 * 1 - r) • (1 : A) := by
    intro H r
    simp only [pow_two, mul_sub, sub_mul, mul_one, one_mul]
    module
  -- the pair operator would vanish, then the pair creator, then the unit of the algebra
  rw [← poly, h0] at hc
  have hD := (smul_eq_zero.mp hc.symm).resolve_left (by norm_num)
  rw [hD, zero_mul] at hv
  have hV := (smul_eq_zero.mp hv.symm).resolve_left hr
  rw [hV] at hw
  simp only [mul_zero, zero_mul, sub_zero, add_zero] at hw
  exact (one_ne_zero : (1 : A) ≠ 0) ((smul_eq_zero.mp hw.symm).resolve_left hr)
```

## (h) A two-mode example

**Task.** Verify the relations for explicit $4\times4$ matrices, and find unit orbitals with overlap $3/5$.

**Solution.** In the occupation basis, $c_0$ sends $|00\rangle\to|10\rangle$ and $|01\rangle\to|11\rangle$, while $c_1$ sends $|00\rangle\to|01\rangle$ and $|10\rangle\to-|11\rangle$. All other images are zero, and the annihilators are the transposes.

Each $c_p^2$ vanishes, and $c_0c_1+c_1c_0$ sends $|00\rangle$ to $|11\rangle-|11\rangle=0$, while both products vanish on the other basis states. On every basis state exactly one of $a_pc_p$ and $c_pa_p$ acts as the identity and the other as zero. The only nonzero terms of $a_0c_1+c_1a_0$ act on $|10\rangle$ and give $-|01\rangle+|01\rangle=0$. Transposition supplies the remaining relations.

For $f=(1,0)$ and $g=(3/5,4/5)$, the norms squared are $1$ and $9/25+16/25=1$, and the overlap is $3/5$. Lean decides the matrix relations over the integers and carries them to ℂ by `toComplex`.

```lean
/-- Creators of two fermionic modes as matrices in the occupation basis 00, 01, 10, 11. -/
def matrixCreate : Fin 2 → Matrix (Fin 4) (Fin 4) ℤ :=
  ![!![0, 0, 0, 0; 0, 0, 0, 0; 1, 0, 0, 0; 0, 1, 0, 0],
    !![0, 0, 0, 0; 1, 0, 0, 0; 0, 0, 0, 0; 0, 0, -1, 0]]

/-- Annihilators of two fermionic modes as matrices in the occupation basis 00, 01, 10, 11. -/
def matrixAnnihilate : Fin 2 → Matrix (Fin 4) (Fin 4) ℤ :=
  ![!![0, 0, 1, 0; 0, 0, 0, 1; 0, 0, 0, 0; 0, 0, 0, 0],
    !![0, 1, 0, 0; 0, 0, 0, 0; 0, 0, 0, -1; 0, 0, 0, 0]]

/-- An integer matrix read as a complex matrix. -/
def toComplex : Matrix (Fin 4) (Fin 4) ℤ →+* Matrix (Fin 4) (Fin 4) ℂ :=
  (Int.castRingHom ℂ).mapMatrix

/-- The two-mode matrices satisfy the anticommutation relations, and the orbitals `(1, 0)` and
`(3/5, 4/5)` are unit vectors with overlap `3/5`. -/
theorem CAR_witness :
    CAR (fun p => toComplex (matrixCreate p)) (fun p => toComplex (matrixAnnihilate p)) ∧
    overlap ![1, 0] ![1, 0] = 1 ∧ overlap ![3 / 5, 4 / 5] ![3 / 5, 4 / 5] = 1 ∧
    overlap ![1, 0] ![3 / 5, 4 / 5] = 3 / 5 := by
  -- the relations are decided over the integers and carried to the complex numbers
  have h1 : ∀ p q, matrixAnnihilate p * matrixCreate q + matrixCreate q * matrixAnnihilate p
      = if p = q then 1 else 0 := by decide +kernel
  have h2 : ∀ p q, matrixCreate p * matrixCreate q + matrixCreate q * matrixCreate p = 0 := by
    decide +kernel
  have h3 : ∀ p q, matrixAnnihilate p * matrixAnnihilate q
      + matrixAnnihilate q * matrixAnnihilate p = 0 := by decide +kernel
  have push : ∀ x y, toComplex x * toComplex y + toComplex y * toComplex x
      = toComplex (x * y + y * x) := fun x y => by rw [map_add, map_mul, map_mul]
  have c3 : conj (3 : ℂ) = 3 := Complex.conj_eq_iff_real.mpr ⟨3, by norm_num⟩
  have c4 : conj (4 : ℂ) = 4 := Complex.conj_eq_iff_real.mpr ⟨4, by norm_num⟩
  have c5 : conj (5 : ℂ) = 5 := Complex.conj_eq_iff_real.mpr ⟨5, by norm_num⟩
  refine ⟨⟨fun p q => ?_, fun p q => ?_, fun p q => ?_⟩, ?_, ?_, ?_⟩
  · refine (push _ _).trans ?_
    rw [h1 p q]
    split_ifs
    · exact map_one _
    · exact map_zero _
  · refine (push _ _).trans ?_
    rw [h2 p q, map_zero]
  · refine (push _ _).trans ?_
    rw [h3 p q, map_zero]
  all_goals norm_num [overlap, Fin.sum_univ_two, c3, c4, c5]

end

end OverlappingOccupations
```

```lean
#print axioms OverlappingOccupations.CAR.occupationSum_quartic
#print axioms OverlappingOccupations.CAR.occupationSum_unit
#print axioms OverlappingOccupations.CAR.cubic_ne_zero
```

```
'OverlappingOccupations.CAR.occupationSum_quartic' depends on axioms: [propext, Classical.choice, Quot.sound]
'OverlappingOccupations.CAR.occupationSum_unit' depends on axioms: [propext, Classical.choice, Quot.sound]
'OverlappingOccupations.CAR.cubic_ne_zero' depends on axioms: [propext, Classical.choice, Quot.sound]
```
